# Slater–Condon rules for one-electron operators

Take two electrons and two Slater determinants, $\Phi_a$ built from the spin orbitals $a_1,a_2$ and $\Phi_b$ from $b_1,b_2$, each with the prefactor $1/\sqrt{2}$. Write $S_{ij}=\langle a_i|b_j\rangle$ for the overlaps and $H_{ij}=\langle a_i|\hat h|b_j\rangle$ for the integrals of a one-electron operator $\hat h$. Then

$$\langle\Phi_a|\hat h(1)+\hat h(2)|\Phi_b\rangle=\begin{vmatrix}H_{11}&S_{12}\\H_{21}&S_{22}\end{vmatrix}+\begin{vmatrix}S_{11}&H_{12}\\S_{21}&H_{22}\end{vmatrix}.$$

If $S_{12}=S_{21}=0$, this is $H_{11}S_{22}+H_{22}S_{11}$: each integral is multiplied by the overlap of the other pair. When $S_{11}=0$, only the term in which the operator acts on pair 1 survives, and when $S_{22}=0$ as well, nothing does.

The problems below extend this to $N$ electrons. In configuration interaction over orthonormal orbitals, the results give the one-electron part of the Hamiltonian matrix. Electron repulsion is a two-electron operator and obeys different rules: it can connect determinants that differ in two orbitals.

In the code, the finite type `n` labels positions in a determinant, `ι` labels the available spin orbitals, and the numbers come from a commutative ring `R`, for instance $\mathbb R$ or $\mathbb C$.

```lean
import Mathlib

open Finset Matrix

namespace SlaterCondonOneElectron

variable {n ι R : Type*} [Fintype n] [DecidableEq n] [DecidableEq ι] [CommRing R]
```

For $N\times N$ matrices $S$ and $H$, let $T(S,H)$ be the sum over $j$ of the determinant of $S$ with column $j$ replaced by column $j$ of $H$. This is `oneBody`. Neither matrix need be Hermitian.

```lean
/-- The one-electron matrix element built from orbital overlaps `S` and one-electron
integrals `H`: each column of `S` in turn is replaced by that of `H`, and the determinants
are added. -/
def oneBody (S H : Matrix n n R) : R :=
  ∑ j, (S.updateCol j (fun i => H i j)).det
```

Now let both determinants draw on one orthonormal set, with integrals $h_{pq}=\langle p|\hat h|q\rangle$. Occupation lists $a$ and $b$ give $S_{ij}=\delta_{a_ib_j}$ and $H_{ij}=h_{a_ib_j}$, so rows belong to the bra and columns to the ket. We write $T_{ab}$ for the resulting value, `slaterElement h a b`. Orthonormality enters through the identity matrix in this definition.

```lean
/-- The matrix element between the Slater determinants with occupation lists `a` and `b`,
drawn from one orthonormal set of orbitals with one-electron integrals `h`. -/
def slaterElement (h : Matrix ι ι R) (a b : n → ι) : R :=
  oneBody ((1 : Matrix ι ι R).submatrix a b) (h.submatrix a b)
```

## (a) Expansion over permutations

Show that $T$ is a signed sum in which one electron carries $H$ and all the others carry overlaps:

$$T(S,H)=\sum_{\sigma}\operatorname{sgn}(\sigma)\sum_j H_{\sigma(j)j}\prod_{i\ne j}S_{\sigma(i)i}.$$

**Solution.** Expand each determinant as $\det M=\sum_\sigma\operatorname{sgn}(\sigma)\prod_i M_{\sigma(i)i}$. When column $j$ has been replaced, the factor with $i=j$ is $H_{\sigma(j)j}$ and the others are $S_{\sigma(i)i}$. Summing over $j$ and exchanging the two sums gives the claim.

The same sum comes from the wavefunctions. Let

$$\Phi_a=\frac{1}{\sqrt{N!}}\sum_\sigma\operatorname{sgn}(\sigma)\prod_i a_{\sigma(i)}(i),$$

and likewise for $\Phi_b$. Since $\sum_j\hat h(j)$ is symmetric in the electrons and $\Phi_a$ is antisymmetric, all $N!$ terms of $\Phi_b$, taken with their signs, contribute equally, so

$$\langle\Phi_a|\sum_j\hat h(j)|\Phi_b\rangle=\sqrt{N!}\,\langle\Phi_a|\sum_j\hat h(j)|b_1(1)\cdots b_N(N)\rangle.$$

Inserting $\Phi_a$ cancels the root and leaves the signed sum above. This integration over wavefunctions motivates the definition of `oneBody`; the code starts from the matrices.

In the proof, `det_apply'` expands the determinants, `sum_comm` exchanges the sums, and `hp` splits off the factor of electron $j$.

```lean
/-- The matrix element is a signed sum over permutations of the electrons, in which one
electron `j` contributes an integral of the operator and all others contribute overlaps. -/
theorem oneBody_eq_sum_perm (S H : Matrix n n R) :
    oneBody S H = ∑ σ : Equiv.Perm n, ((Equiv.Perm.sign σ : ℤ) : R) *
      ∑ j, H (σ j) j * ∏ i ∈ univ.erase j, S (σ i) i := by
  unfold oneBody
  simp_rw [Matrix.det_apply', Finset.mul_sum]
  rw [Finset.sum_comm]
  refine sum_congr rfl fun σ _ => sum_congr rfl fun j _ => ?_
  -- split off the factor of the electron on which the operator acts
  have hp : ∏ i, (S.updateCol j (fun i => H i j)) (σ i) i
      = H (σ j) j * ∏ i ∈ univ.erase j, S (σ i) i := by
    rw [← Finset.mul_prod_erase univ _ (mem_univ j), Matrix.updateCol_self]
    congr 1
    exact prod_congr rfl fun i hi => Matrix.updateCol_ne (ne_of_mem_erase hi)
  rw [hp]
```

## (b) Diagonal overlaps

Let $S=\operatorname{diag}(s_1,\dots,s_N)$ with arbitrary entries. Show that

$$T(S,H)=\sum_j H_{jj}\prod_{i\ne j}s_i.$$

**Solution.** Fix $\sigma\neq1$ and an electron $j$. Some $i\ne j$ has $\sigma(i)\ne i$: otherwise $\sigma$ would fix every index except possibly $j$, and, being injective, would have to fix $j$ too. The product in (a) therefore contains the off-diagonal overlap $S_{\sigma(i)i}=0$. Only the identity permutation remains, and it gives the stated sum.

The proof isolates the identity with `Finset.sum_eq_single`. The `obtain` step produces the moved electron $i$ by the same contradiction.

```lean
/-- For orbitals paired so that the overlap matrix is diagonal with entries `s i`, each
diagonal integral is weighted by the product of the overlaps of all other pairs. -/
theorem oneBody_diagonal (s : n → R) (H : Matrix n n R) :
    oneBody (diagonal s) H = ∑ j, H j j * ∏ i ∈ univ.erase j, s i := by
  rw [oneBody_eq_sum_perm, Finset.sum_eq_single (1 : Equiv.Perm n)]
  · simp
  · intro σ _ hσ
    refine mul_eq_zero_of_right _ (sum_eq_zero fun j _ => ?_)
    -- a permutation other than the identity moves an electron different from `j`
    obtain ⟨i, hij, hi⟩ : ∃ i, i ≠ j ∧ σ i ≠ i := by
      by_contra! hall
      have hj : σ j = j := by
        by_contra hne
        exact hne (σ.injective (hall _ hne))
      refine hσ (Equiv.ext fun i => ?_)
      by_cases hi : i = j
      · rw [hi]
        exact hj
      · exact hall i hi
    exact mul_eq_zero_of_right _
      (prod_eq_zero (i := i) (mem_erase.2 ⟨hij, mem_univ i⟩) (diagonal_apply_ne s hi))
  · exact fun h => absurd (mem_univ _) h
```

## (c) Counting zero overlaps

With $S$ as in (b), show that

$$T(S,H)=\begin{cases}\operatorname{tr}H&\text{if all } s_i=1,\\ H_{kk}&\text{if } s_k=0\text{ and all other } s_i=1,\\ 0&\text{if } s_k=s_l=0\text{ for some }k\ne l.\end{cases}$$

**Solution.** If all overlaps are one, every product in (b) is one and the sum is the trace. If only $s_k$ vanishes, each term with $j\ne k$ contains $s_k=0$, while the term $j=k$ omits it and equals $H_{kk}$. If $s_k=s_l=0$, the term $j$ omits at most one of the two, so every term vanishes. The last case puts no condition on the remaining overlaps.

The theorem is a conjunction of these three implications. After rewriting with (b), its proof treats them in this order; in the third, it distinguishes $j=k$ from $j\neq k$ to choose the zero that is still present.

```lean
/-- Slater-Condon rules for a diagonal overlap matrix: the matrix element is the trace of
`H` if all overlaps are one, the single integral `H k k` if the overlap at `k` is zero and
all others are one, and zero if two overlaps vanish. -/
theorem slater_condon_diagonal (s : n → R) (H : Matrix n n R) :
    ((∀ i, s i = 1) → oneBody (diagonal s) H = H.trace) ∧
    (∀ k, s k = 0 → (∀ i, i ≠ k → s i = 1) → oneBody (diagonal s) H = H k k) ∧
    (∀ k l, k ≠ l → s k = 0 → s l = 0 → oneBody (diagonal s) H = 0) := by
  rw [oneBody_diagonal]
  refine ⟨fun h => ?_, fun k hk h1 => ?_, fun k l hkl hk hl => ?_⟩
  · simp [h, Matrix.trace]
  · -- only the term in which the operator acts on the pair `k` avoids the zero overlap
    rw [Finset.sum_eq_single k]
    · rw [prod_eq_one (fun i hi => h1 i (ne_of_mem_erase hi)), mul_one]
    · intro j _ hj
      exact mul_eq_zero_of_right _
        (prod_eq_zero (i := k) (mem_erase.2 ⟨hj.symm, mem_univ k⟩) hk)
    · exact fun h => absurd (mem_univ _) h
  · -- the operator can remove one zero overlap, never both
    refine sum_eq_zero fun j _ => mul_eq_zero_of_right _ ?_
    by_cases hj : j = k
    · have hlj : l ≠ j := by
        rw [hj]
        exact hkl.symm
      exact prod_eq_zero (i := l) (mem_erase.2 ⟨hlj, mem_univ l⟩) hl
    · exact prod_eq_zero (i := k) (mem_erase.2 ⟨Ne.symm hj, mem_univ k⟩) hk
```

## (d) The phase from reordering

Let $\tau$ be a permutation of the positions, and let $b\circ\tau$ be the list with $b_{\tau(j)}$ at position $j$. Show that

$$T_{a,\,b\circ\tau}=\operatorname{sgn}(\tau)\,T_{ab}.$$

**Solution.** Column $j$ of the reordered overlap and integral matrices is column $\tau(j)$ of the original ones. The determinant with column $j$ replaced is therefore the original determinant with column $\tau(j)$ replaced, after its columns have been permuted by $\tau$. This contributes the factor $\operatorname{sgn}(\tau)$. As $j$ runs over all positions, so does $\tau(j)$, and the sums agree up to that factor.

`Fintype.sum_equiv τ` relabels the sum and `det_permute'` supplies the sign. The physical content is the phase picked up when the orbitals of one determinant are rearranged to match the other.

```lean
/-- Reordering the orbitals of one Slater determinant by a permutation `τ` multiplies the
matrix element by the sign of `τ`. -/
theorem slaterElement_reorder (h : Matrix ι ι R) (a b : n → ι) (τ : Equiv.Perm n) :
    slaterElement h a (b ∘ τ) = ((Equiv.Perm.sign τ : ℤ) : R) * slaterElement h a b := by
  unfold slaterElement oneBody
  rw [Finset.mul_sum]
  -- column `j` of the reordered determinant is column `τ j` of the original one
  refine Fintype.sum_equiv τ _ _ fun j => ?_
  rw [← Matrix.det_permute']
  congr 1
  ext i l
  by_cases hl : l = j
  · simp [hl]
  · simp [hl]
    rfl
```

## (e) Overlaps in maximum coincidence

Suppose that orbitals common to both lists stand at equal positions: $a_i=b_j$ implies $i=j$. Show that

$$\delta_{a_ib_j}=\delta_{ij}\,s_i,\qquad s_i=\begin{cases}1&\text{if } a_i=b_i,\\0&\text{if } a_i\neq b_i.\end{cases}$$

**Solution.** For $i\ne j$ the assumption excludes $a_i=b_j$, so the overlap is zero. For $i=j$ it is $\delta_{a_ib_i}=s_i$.

The assumption is `hc` in the code. Two lists of distinct orbitals can always be brought into this arrangement by reordering one of them, with the phase from (d). The proof compares matrix entries and separates the diagonal from the rest.

```lean
omit [Fintype n] in
/-- If orbitals common to both lists stand at equal positions, the overlap matrix is
diagonal, with entry one where the lists agree and zero where they differ. -/
theorem overlap_of_coincidence {a b : n → ι} (hc : ∀ i j, a i = b j → i = j) :
    (1 : Matrix ι ι R).submatrix a b = diagonal (fun i => if a i = b i then 1 else 0) := by
  ext i j
  by_cases hij : i = j
  · subst hij
    simp [Matrix.one_apply]
  · have hab : a i ≠ b j := fun e => hij (hc i j e)
    simp [hab, hij]
```

## (f) The rules for orbitals

Under the assumption of (e), show that

$$T_{ab}=\begin{cases}\sum_i h_{a_ia_i}&\text{if the lists are equal},\\ h_{a_kb_k}&\text{if they differ only at position }k,\\ 0&\text{if they differ at two or more positions}.\end{cases}$$

**Solution.** By (e), the overlap matrix is diagonal, with a zero exactly where the lists differ. Part (c) applies with $H_{ij}=h_{a_ib_j}$. With no difference, the trace is $\sum_i h_{a_ib_i}=\sum_i h_{a_ia_i}$. With one difference at $k$, the result is $H_{kk}=h_{a_kb_k}$. With two differences, two overlaps vanish and so does $T_{ab}$.

The proof does the same: it takes the three implications `h0`, `h1`, `h2` from (c), rewrites the overlap matrix by (e), and matches equal or different orbitals to overlaps of one or zero.

```lean
/-- Slater-Condon rules for a one-electron operator, with the orbitals common to both lists
at equal positions: equal lists give the sum of the diagonal integrals, one difference
gives the integral between the differing orbitals, two or more differences give zero. -/
theorem slater_condon (h : Matrix ι ι R) {a b : n → ι} (hc : ∀ i j, a i = b j → i = j) :
    ((∀ i, a i = b i) → slaterElement h a b = ∑ i, h (a i) (a i)) ∧
    (∀ k, a k ≠ b k → (∀ i, i ≠ k → a i = b i) →
      slaterElement h a b = h (a k) (b k)) ∧
    (∀ k l, k ≠ l → a k ≠ b k → a l ≠ b l → slaterElement h a b = 0) := by
  obtain ⟨h0, h1, h2⟩ := slater_condon_diagonal
    (fun i => if a i = b i then (1 : R) else 0) (h.submatrix a b)
  unfold slaterElement
  rw [overlap_of_coincidence hc]
  refine ⟨fun e => ?_, fun k hk e => ?_, fun k l hkl hk hl => ?_⟩
  · refine (h0 fun i => if_pos (e i)).trans ?_
    simp [Matrix.trace, e]
  · exact h1 k (if_neg hk) fun i hi => if_pos (e i hi)
  · exact h2 k l hkl (if_neg hk) (if_neg hl)
```

## (g) A single excitation

Let the orbitals in $a$ be distinct and let $p$ be an orbital not in $a$. Form $a^{k\to p}$ by putting $p$ in place of $a_k$. Show that

$$T_{a,\,a^{k\to p}}=h_{a_kp}.$$

**Solution.** Put $b=a^{k\to p}$ and check the assumption of (e). If $a_i=b_j$ with $j=k$, then $a_i=p$, which is impossible because $p$ is unoccupied. If $j\ne k$, then $a_i=a_j$, and distinctness gives $i=j$. The lists differ only at $k$, so (f) gives $h_{a_kb_k}=h_{a_kp}$. No extra sign appears because $p$ takes the position of $a_k$.

In Lean the excited list is `Function.update a k p`. The hypothesis `ha` expresses the Pauli principle for $a$, and `hp` says that $p$ is unoccupied. The proof establishes `hc` by the two cases above and then uses the one-difference rule.

```lean
/-- A determinant of distinct orbitals `a` couples to its single excitation, in which the
orbital `a k` is replaced by an unoccupied orbital `p`, through the integral `h (a k) p`. -/
theorem single_excitation (h : Matrix ι ι R) {a : n → ι} (ha : Function.Injective a)
    (k : n) {p : ι} (hp : ∀ i, a i ≠ p) :
    slaterElement h a (Function.update a k p) = h (a k) p := by
  have hc : ∀ i j, a i = Function.update a k p j → i = j := by
    intro i j e
    by_cases hj : j = k
    · rw [hj, Function.update_self] at e
      exact absurd e (hp i)
    · rw [Function.update_of_ne hj] at e
      exact ha e
  have key := (slater_condon h hc).2.1 k
    (by rw [Function.update_self]; exact hp k)
    (fun i hi => by rw [Function.update_of_ne hi])
  rwa [Function.update_self] at key

end SlaterCondonOneElectron
```

```lean
#print axioms SlaterCondonOneElectron.slaterElement_reorder
#print axioms SlaterCondonOneElectron.slater_condon
#print axioms SlaterCondonOneElectron.single_excitation
```

```
'SlaterCondonOneElectron.slaterElement_reorder' depends on axioms: [propext, Classical.choice, Quot.sound]
'SlaterCondonOneElectron.slater_condon' depends on axioms: [propext, Classical.choice, Quot.sound]
'SlaterCondonOneElectron.single_excitation' depends on axioms: [propext, Classical.choice, Quot.sound]
```
